# A lower bound on the phonon cutoff needed to capture a given fraction of a linearly coupled mode's relaxation energy

Keep only the zero-phonon and one-phonon states of a harmonic mode that is coupled linearly to a fixed charge. With energies in units of the phonon energy and counted from the uncoupled ground state, and with dimensionless coupling $g>0$, the Hamiltonian is

$$
H=\begin{pmatrix}0&g\\ g&1\end{pmatrix},\qquad
E_0=\frac{1-\sqrt{1+4g^2}}{2}\ \ge\ -g .
$$

The inequality holds because $\sqrt{1+4g^2}\le 1+2g$. Without truncation, the charge lowers the energy by $g^2$. At $g=4$ the two-state model gives $E_0\approx-3.53$, while the exact value is $-16$. A finite set of levels lets the energy fall at most linearly in $g$, but the relaxation energy is quadratic, so a fixed cutoff fails at strong coupling.

## Two requirements on the highest retained level

Let $b$ be the annihilation operator restricted to levels $0,\dots,M$, and let $H=b^Tb+g(b+b^T)$. For $g\ge0$, every eigenvalue $E$ of $H$ satisfies

$$E\ge-2g\sqrt M .$$

If $g>0$ and some eigenvalue captures at least a fraction $f\ge0$ of the relaxation energy, meaning $E\le-fg^2$, then $f\le1$ and

$$M\ge\frac{f^2g^2}{4},\qquad\text{and more strongly}\qquad M\ge g^2\bigl(1-\sqrt{1-f}\bigr)^2 .$$

The second requirement implies the first, since $1-\sqrt{1-f}\ge f/2$ for $0\le f\le1$.

## Rejecting a cutoff before diagonalisation

Codes that diagonalise electron-phonon models in an occupation-number basis must truncate the phonon space, for instance by setting a maximum phonon number per mode. For a single harmonic mode with linear coupling and fixed electronic occupation, these inequalities reject cutoffs that are certainly too small, before any matrix is built. If the coupling term at that occupation is $\lambda(b+b^T)$, with $\lambda$ an energy, and the phonon energy is $\hbar\omega$, then $g=\lambda/(\hbar\omega)$. For negative coupling, use $|g|$: changing the sign of all odd-level amplitudes reverses the sign of $g$ and leaves the spectrum unchanged.

Take $g=4$ and ask for three quarters of the relaxation energy, so $f=3/4$ and the target is $E\le-12$. The simple requirement is $M\ge(9/16)\cdot16/4=2.25$, hence $M\ge3$. The stronger one is $M\ge16(1-1/2)^2=4$.

Passing the test doesn't make a cutoff sufficient. At $M=4$ the lowest eigenvalue of $b+b^T$ is $-\sqrt{5+\sqrt{10}}\approx-2.857$. Since $b^Tb$ cannot lower the energy, $E\ge-11.43$, and the target is still missed.

## Bounding the energy by the largest phonon number

Let $x$ be a real vector with components $x_0,\dots,x_M$. The only non-zero entries of $b$ are $b_{n-1,n}=\sqrt n$ for $1\le n\le M$. Each column therefore has at most one non-zero entry, and different columns have theirs in different rows. Hence $b^Tb$ is diagonal with entries $0,1,\dots,M$, and

$$\|bx\|^2=\sum_{n=0}^{M}n\,x_n^2\le M\|x\|^2 .$$

Moving the transpose across the inner product gives

$$x\cdot Hx=\|bx\|^2+2g\,x\cdot bx .$$

By Cauchy-Schwarz, $x\cdot bx\ge-\|x\|\,\|bx\|\ge-\sqrt M\,\|x\|^2$. For $g\ge0$, dropping the non-negative $\|bx\|^2$ leaves $x\cdot Hx\ge-2g\sqrt M\,\|x\|^2$. If $Hx=Ex$ with $x\ne0$, the left side is $E\|x\|^2$, and division by $\|x\|^2$ gives the energy bound.

Combined with $E\le-fg^2$, this gives $fg^2\le2g\sqrt M$. Dividing by $g>0$ and squaring the non-negative sides yields $M\ge f^2g^2/4$.

Completing the square supplies a floor at every cutoff:

$$0\le\|gx+bx\|^2=g^2\|x\|^2+2g\,x\cdot bx+\|bx\|^2,$$

so $E\ge-g^2$.

For the stronger requirement, write $s=\sqrt M$ and suppose first that $0<s\le g$. Expanding $\|sx+bx\|^2\ge0$ gives $2x\cdot bx\ge-s\|x\|^2-\|bx\|^2/s$. Therefore

$$
\begin{aligned}
x\cdot Hx&\ge-\left(\frac gs-1\right)\|bx\|^2-gs\|x\|^2\\
&\ge-\left(\frac gs-1\right)s^2\|x\|^2-gs\|x\|^2
=(M-2gs)\|x\|^2 .
\end{aligned}
$$

Hence $E\ge M-2g\sqrt M$. At $M=0$ both sides are zero. With $E\le-fg^2$ this becomes $(g-\sqrt M)^2\le(1-f)g^2$, so $f\le1$ and $\sqrt M\ge g(1-\sqrt{1-f})$. If instead $\sqrt M\ge g$, the floor $E\ge-g^2$ still gives $f\le1$, and the last inequality is immediate because $1-\sqrt{1-f}\le1$. Squaring gives the stronger requirement.

The reference energy $-g^2$ comes from the amplitudes $c_n=(-g)^n/\sqrt{n!}$ over all $n\ge0$. Their squares sum to $e^{g^2}$, so the normalised state has amplitudes $e^{-g^2/2}c_n$. Since $\sqrt{n+1}\,c_{n+1}=-g\,c_n$, we have $bc=-gc$. Writing $b^*$ for the creation operator on all levels,

$$b^*bc+g(b+b^*)c=-g\,b^*c-g^2c+g\,b^*c=-g^2c .$$

## Lean file for the truncated and full oscillator

```lean
import Mathlib

open Matrix

namespace PhononCutoff

noncomputable section

/-- The phonon annihilation operator `b` restricted to the oscillator levels `0, …, M`. -/
def annih (M : ℕ) : Matrix (Fin (M + 1)) (Fin (M + 1)) ℝ :=
  Matrix.of fun i j => if (i : ℕ) + 1 = (j : ℕ) then √((j : ℕ) : ℝ) else 0

/-- The truncated Hamiltonian `b*b + g (b + b*)`, in units of the phonon energy. -/
def truncH (M : ℕ) (g : ℝ) : Matrix (Fin (M + 1)) (Fin (M + 1)) ℝ :=
  (annih M)ᵀ * annih M + g • (annih M + (annih M)ᵀ)

/-- `E` is an energy level of the truncated Hamiltonian: it has a non-zero eigenvector. -/
def IsLevel (M : ℕ) (g E : ℝ) : Prop :=
  ∃ x : Fin (M + 1) → ℝ, x ≠ 0 ∧ truncH M g *ᵥ x = E • x

/-- In the truncated space `b*b` is diagonal and counts the phonons. -/
theorem number_eq (M : ℕ) :
    (annih M)ᵀ * annih M = Matrix.diagonal (fun n : Fin (M + 1) => ((n : ℕ) : ℝ)) := by
  ext i j
  rw [Matrix.mul_apply, Matrix.diagonal_apply]
  by_cases h : i = j
  · subst h
    rw [if_pos rfl]
    rcases Nat.eq_zero_or_pos (i : ℕ) with h0 | h0
    · rw [h0, Nat.cast_zero]
      refine Finset.sum_eq_zero fun k _ => ?_
      have hk : ¬((k : ℕ) + 1 = (i : ℕ)) := by omega
      simp [annih, hk]
    · -- only the level just below `i` contributes
      rw [Finset.sum_eq_single (⟨(i : ℕ) - 1, by omega⟩ : Fin (M + 1))]
      · have hi : (i : ℕ) - 1 + 1 = (i : ℕ) := by omega
        simp only [Matrix.transpose_apply, annih, Matrix.of_apply]
        rw [if_pos hi, Real.mul_self_sqrt (Nat.cast_nonneg _)]
      · intro k _ hk
        have hk' : ¬((k : ℕ) + 1 = (i : ℕ)) := fun h =>
          hk (Fin.ext (by show (k : ℕ) = (i : ℕ) - 1; omega))
        simp [annih, hk']
      · intro h
        exact absurd (Finset.mem_univ _) h
  · rw [if_neg h]
    refine Finset.sum_eq_zero fun k _ => ?_
    by_cases h1 : (k : ℕ) + 1 = (i : ℕ)
    · have h2 : ¬((k : ℕ) + 1 = (j : ℕ)) := fun h2 => h (Fin.ext (h1.symm.trans h2))
      simp [annih, h2]
    · simp [annih, h1]

/-- The energy form of a state `x` is `‖b x‖² + 2 g ⟨x, b x⟩`. The phonon part is at most
`M ‖x‖²`, and the overlap `⟨x, b x⟩` is at least `-√M ‖x‖²`. -/
theorem energy_form (M : ℕ) (g : ℝ) (x : Fin (M + 1) → ℝ) :
    x ⬝ᵥ truncH M g *ᵥ x
        = (annih M *ᵥ x) ⬝ᵥ (annih M *ᵥ x) + 2 * g * (x ⬝ᵥ annih M *ᵥ x) ∧
      (annih M *ᵥ x) ⬝ᵥ (annih M *ᵥ x) ≤ M * (x ⬝ᵥ x) ∧
      -(√(M : ℝ) * (x ⬝ᵥ x)) ≤ x ⬝ᵥ annih M *ᵥ x := by
  have adj : ∀ y, x ⬝ᵥ ((annih M)ᵀ *ᵥ y) = (annih M *ᵥ x) ⬝ᵥ y := fun y => by
    rw [Matrix.dotProduct_mulVec, Matrix.vecMul_transpose]
  have hq : (annih M *ᵥ x) ⬝ᵥ (annih M *ᵥ x) ≤ M * (x ⬝ᵥ x) := by
    rw [← adj, Matrix.mulVec_mulVec, number_eq]
    simp only [dotProduct, Matrix.mulVec_diagonal, Finset.mul_sum]
    refine Finset.sum_le_sum fun i _ => ?_
    have hi : ((i : ℕ) : ℝ) ≤ M := by exact_mod_cast Nat.le_of_lt_succ i.isLt
    nlinarith [mul_le_mul_of_nonneg_right hi (mul_self_nonneg (x i))]
  refine ⟨?_, hq, ?_⟩
  · unfold truncH
    rw [Matrix.add_mulVec, Matrix.smul_mulVec, Matrix.add_mulVec, ← Matrix.mulVec_mulVec,
      dotProduct_add, dotProduct_smul, dotProduct_add, adj, adj,
      dotProduct_comm (annih M *ᵥ x) x, smul_eq_mul]
    ring
  · -- Cauchy-Schwarz, then the bound on the phonon number
    have cs : ∀ y : Fin (M + 1) → ℝ, (x ⬝ᵥ y) ^ 2 ≤ (x ⬝ᵥ x) * (y ⬝ᵥ y) := fun y => by
      have h := Finset.sum_mul_sq_le_sq_mul_sq Finset.univ x y
      simp only [dotProduct, ← pow_two]
      exact h
    have hp : 0 ≤ x ⬝ᵥ x := Finset.sum_nonneg fun i _ => mul_self_nonneg (x i)
    have h : (x ⬝ᵥ annih M *ᵥ x) ^ 2 ≤ (√(M : ℝ) * (x ⬝ᵥ x)) ^ 2 := by
      rw [mul_pow, Real.sq_sqrt (Nat.cast_nonneg M)]
      nlinarith [cs (annih M *ᵥ x), mul_le_mul_of_nonneg_left hq hp]
    exact (abs_le_of_sq_le_sq' h (mul_nonneg (Real.sqrt_nonneg _) hp)).1

/-- The squared norm of `t x + y` is non-negative, written out in inner products. -/
theorem square_form {n : ℕ} (x y : Fin n → ℝ) (t : ℝ) :
    0 ≤ t ^ 2 * (x ⬝ᵥ x) + 2 * t * (x ⬝ᵥ y) + y ⬝ᵥ y := by
  have e : t ^ 2 * (x ⬝ᵥ x) + 2 * t * (x ⬝ᵥ y) + y ⬝ᵥ y = ∑ i, (t * x i + y i) ^ 2 := by
    simp only [dotProduct, Finset.mul_sum, ← Finset.sum_add_distrib]
    exact Finset.sum_congr rfl fun i _ => by ring
  rw [e]
  exact Finset.sum_nonneg fun i _ => sq_nonneg _

/-- A lower bound on the energy of all states, relative to their squared norm, is a lower
bound on every level. -/
theorem level_ge_of_form {M : ℕ} {g E c : ℝ} (hE : IsLevel M g E)
    (h : ∀ x, c * (x ⬝ᵥ x) ≤ x ⬝ᵥ truncH M g *ᵥ x) : c ≤ E := by
  obtain ⟨x, hx, hEx⟩ := hE
  obtain ⟨i, hi⟩ := Function.ne_iff.mp hx
  have hp : 0 < x ⬝ᵥ x := Finset.sum_pos' (fun i _ => mul_self_nonneg (x i))
    ⟨i, Finset.mem_univ i, mul_self_pos.mpr hi⟩
  have h1 := h x
  rw [hEx, dotProduct_smul, smul_eq_mul] at h1
  exact le_of_mul_le_mul_right h1 hp

/-- No level of the truncated Hamiltonian lies below `-g²`, whatever the cutoff. -/
theorem level_ge_exact {M : ℕ} {g E : ℝ} (hE : IsLevel M g E) : -g ^ 2 ≤ E := by
  refine level_ge_of_form hE fun x => ?_
  rw [(energy_form M g x).1]
  linarith [square_form x (annih M *ᵥ x) g]

/-- For `g ≥ 0` every level of the truncated Hamiltonian is at least `-2 g √M`. -/
theorem level_ge {M : ℕ} {g E : ℝ} (hg : 0 ≤ g) (hE : IsLevel M g E) :
    -(2 * g * √(M : ℝ)) ≤ E := by
  refine level_ge_of_form hE fun x => ?_
  obtain ⟨h1, -, h3⟩ := energy_form M g x
  have hq : 0 ≤ (annih M *ᵥ x) ⬝ᵥ (annih M *ᵥ x) :=
    Finset.sum_nonneg fun i _ => mul_self_nonneg _
  rw [h1]
  nlinarith [mul_le_mul_of_nonneg_left h3 hg]

/-- If `√M ≤ g`, every level of the truncated Hamiltonian is at least `M - 2 g √M`. -/
theorem level_ge_sharp {M : ℕ} {g E : ℝ} (hs : √(M : ℝ) ≤ g) (hE : IsLevel M g E) :
    M - 2 * g * √(M : ℝ) ≤ E := by
  refine level_ge_of_form hE fun x => ?_
  obtain ⟨h1, hq, hr⟩ := energy_form M g x
  have h2 := square_form x (annih M *ᵥ x) √(M : ℝ)
  have hg : 0 ≤ g := (Real.sqrt_nonneg _).trans hs
  have hM : √(M : ℝ) ^ 2 = M := Real.sq_sqrt (Nat.cast_nonneg M)
  rw [h1]
  rcases (Real.sqrt_nonneg (M : ℝ)).eq_or_lt with h0 | h0
  · have hM0 : (M : ℝ) = 0 := by
      rw [← h0] at hM
      linarith
    have hq0 : 0 ≤ (annih M *ᵥ x) ⬝ᵥ (annih M *ᵥ x) :=
      Finset.sum_nonneg fun i _ => mul_self_nonneg _
    rw [← h0] at hr ⊢
    rw [hM0]
    have hgr := mul_nonneg hg (show 0 ≤ x ⬝ᵥ annih M *ᵥ x by linarith)
    nlinarith
  · -- multiply by `√M` and combine the square with the phonon-number bound
    refine le_of_mul_le_mul_left ?_ h0
    have e : g * √(M : ℝ) ^ 2 * (x ⬝ᵥ x) = g * M * (x ⬝ᵥ x) := by rw [hM]
    nlinarith [mul_nonneg hg h2, mul_nonneg (sub_nonneg.2 hs) (sub_nonneg.2 hq), e]

/-- Cutoff requirement: for `g > 0` and `f ≥ 0`, a truncated level at or below `-f g²`
requires `M ≥ f² g² / 4`. -/
theorem cutoff_bound {M : ℕ} {g f E : ℝ} (hg : 0 < g) (hf : 0 ≤ f)
    (hE : IsLevel M g E) (hcap : E ≤ -(f * g ^ 2)) : f ^ 2 * g ^ 2 / 4 ≤ M := by
  have h1 := level_ge hg.le hE
  have h2 : f * g ≤ 2 * √(M : ℝ) :=
    le_of_mul_le_mul_left (show g * (f * g) ≤ g * (2 * √(M : ℝ)) by nlinarith) hg
  have h3 := pow_le_pow_left₀ (mul_nonneg hf hg.le) h2 2
  nlinarith [Real.sq_sqrt (Nat.cast_nonneg (α := ℝ) M)]

/-- Stronger cutoff requirement: for `g > 0` and `f ≥ 0`, a truncated level at or below
`-f g²` requires `M ≥ g² (1 - √(1 - f))²`. -/
theorem cutoff_bound_sharp {M : ℕ} {g f E : ℝ} (hg : 0 < g) (hf : 0 ≤ f)
    (hE : IsLevel M g E) (hcap : E ≤ -(f * g ^ 2)) : (g * (1 - √(1 - f))) ^ 2 ≤ M := by
  have hM : √(M : ℝ) ^ 2 = M := Real.sq_sqrt (Nat.cast_nonneg M)
  have hw : 0 ≤ √(1 - f) := Real.sqrt_nonneg _
  have hw1 : √(1 - f) ≤ 1 :=
    (Real.sqrt_le_sqrt (by linarith : 1 - f ≤ 1)).trans_eq Real.sqrt_one
  have key : g * (1 - √(1 - f)) ≤ √(M : ℝ) := by
    rcases le_total g √(M : ℝ) with hs | hs
    · nlinarith [mul_nonneg hg.le hw]
    · have h1 := level_ge_sharp hs hE
      have h3 : (g - √(M : ℝ)) ^ 2 ≤ (1 - f) * g ^ 2 := by nlinarith
      have hf1 : 0 ≤ 1 - f := le_of_mul_le_mul_right
        (show 0 * g ^ 2 ≤ (1 - f) * g ^ 2 by nlinarith [sq_nonneg (g - √(M : ℝ))])
        (by positivity)
      have h4 : (g - √(M : ℝ)) ^ 2 ≤ (√(1 - f) * g) ^ 2 := by
        rw [mul_pow, Real.sq_sqrt hf1]
        exact h3
      have h5 := (abs_le_of_sq_le_sq' h4 (mul_nonneg hw hg.le)).2
      linarith
  calc (g * (1 - √(1 - f))) ^ 2 ≤ √(M : ℝ) ^ 2 :=
        pow_le_pow_left₀ (mul_nonneg hg.le (by linarith)) key 2
    _ = M := hM

/-- The annihilation operator on amplitudes over all phonon numbers. -/
def lower (c : ℕ → ℝ) (n : ℕ) : ℝ := √((n : ℝ) + 1) * c (n + 1)

/-- The creation operator on amplitudes over all phonon numbers. -/
def raise (c : ℕ → ℝ) : ℕ → ℝ
  | 0 => 0
  | n + 1 => √((n : ℝ) + 1) * c n

/-- The Hamiltonian `b*b + g (b + b*)` without a cutoff. -/
def fullH (g : ℝ) (c : ℕ → ℝ) (n : ℕ) : ℝ :=
  raise (lower c) n + g * (lower c n + raise c n)

/-- The unnormalised coherent state with displacement `-g`. -/
def coherent (g : ℝ) (n : ℕ) : ℝ := (-g) ^ n / √(n.factorial : ℝ)

/-- The coherent state is non-zero and square-summable, and it is an eigenvector of the
Hamiltonian without cutoff, with energy `-g²`. -/
theorem exact_relaxation (g : ℝ) :
    coherent g ≠ 0 ∧ Summable (fun n => coherent g n ^ 2) ∧
      ∀ n, fullH g (coherent g) n = -g ^ 2 * coherent g n := by
  refine ⟨fun h => ?_, ?_, ?_⟩
  · have h0 := congrFun h 0
    simp [coherent] at h0
  · have e : (fun n => coherent g n ^ 2) = fun n => (g ^ 2) ^ n / (n.factorial : ℝ) := by
      funext n
      simp only [coherent]
      rw [div_pow, Real.sq_sqrt (Nat.cast_nonneg _), ← pow_mul, mul_comm n 2, pow_mul, neg_sq]
    rw [e]
    exact Real.summable_pow_div_factorial (g ^ 2)
  · -- the coherent state is an eigenvector of `b` with eigenvalue `-g`
    have hl : lower (coherent g) = fun n => -g * coherent g n := by
      funext n
      have h0 : (0 : ℝ) < (n : ℝ) + 1 := by positivity
      have hfac : √((n + 1).factorial : ℝ) = √((n : ℝ) + 1) * √(n.factorial : ℝ) := by
        rw [Nat.factorial_succ]
        push_cast
        rw [Real.sqrt_mul h0.le]
      simp only [lower, coherent]
      rw [hfac, pow_succ, ← mul_div_assoc, mul_div_mul_left _ _ (Real.sqrt_pos.2 h0).ne']
      ring
    intro n
    unfold fullH
    rw [hl]
    cases n with
    | zero => simp only [raise]; ring
    | succ n => simp only [raise]; ring

end

end PhononCutoff
```

```lean
#print axioms PhononCutoff.level_ge_exact
#print axioms PhononCutoff.cutoff_bound
#print axioms PhononCutoff.cutoff_bound_sharp
#print axioms PhononCutoff.exact_relaxation
```

```
'PhononCutoff.level_ge_exact' depends on axioms: [propext, Classical.choice, Quot.sound]
'PhononCutoff.cutoff_bound' depends on axioms: [propext, Classical.choice, Quot.sound]
'PhononCutoff.cutoff_bound_sharp' depends on axioms: [propext, Classical.choice, Quot.sound]
'PhononCutoff.exact_relaxation' depends on axioms: [propext, Classical.choice, Quot.sound]
```

## What a level, a cutoff and a captured fraction mean in Lean

`Fin (M + 1)` indexes the levels $0,\dots,M$, so `M` is the highest retained phonon number and the matrix dimension is $M+1$. `annih M` is $b$ and `truncH M g` is $H$, with the phonon energy set to one.

`IsLevel M g E` says that $E$ has a non-zero real eigenvector. This describes the whole spectrum, because a real symmetric matrix has a real eigenbasis. `level_ge` therefore bounds the lowest eigenvalue along with all the others. In `cutoff_bound` and `cutoff_bound_sharp`, the hypothesis `hcap` expresses capture of at least the fraction `f`. Both theorems allow $M=0$, where the only level is zero and no positive fraction can be captured.

`lower`, `raise` and `fullH` act on real sequences over all phonon numbers. `exact_relaxation` says that the unnormalised coherent state is non-zero, square-summable and an eigenvector with energy $-g^2$. That this is the lowest energy without a cutoff follows by completing the same square in the full space, a step left outside the file.

The theorems give necessary conditions on $M$, with no convergence rate and no cutoff that suffices. The model has one mode, no electronic hopping, no anharmonicity and no coupling quadratic in the displacement. Rounding in a numerical diagonalisation is a separate source of error.

## How the lemmas carry the inequalities

`number_eq` computes the entries of $b^Tb$; `Finset.sum_eq_single` keeps the one contributing row. `energy_form` then collects three results: the energy identity, the phonon-number bound and the overlap bound. Its local result `adj` moves the transpose, and `cs` is Cauchy-Schwarz. `square_form` expands $\|tx+y\|^2\ge0$, and `level_ge_of_form` turns a bound on all states into one on eigenvalues by dividing by the positive squared norm.

`level_ge_exact` uses the square with $t=g$. `level_ge` multiplies the overlap bound by the non-negative coupling, and `nlinarith` combines the terms. `level_ge_sharp` uses the square with $t=\sqrt M$. It treats $\sqrt M=0$ separately and otherwise proves the inequality multiplied by $\sqrt M$, which avoids the divisions in the derivation above.

`cutoff_bound` cancels one factor of $g$ and squares. `cutoff_bound_sharp` splits on whether $g\le\sqrt M$ or $\sqrt M\le g$, and takes the square root of the completed square in the second case. In `exact_relaxation`, `hl` is the relation $bc=-gc$; the eigenvalue equation is then checked separately for level zero and for the higher levels, following the two clauses of `raise`.
